# Two channels through a parabolic barrier: \(dN/dE\) has a strict local minimum midway between the thresholds exactly when \(\cosh^2(\pi w/2w_b)>3/2\)

Take one reaction channel with threshold energy \(\varepsilon\), crossing a parabolic barrier of frequency \(w_b>0\). In units with \(\hbar=1\), its transmission probability at energy \(E\) is

\[
T_\varepsilon(E)=\frac{1}{1+e^{-2\pi(E-\varepsilon)/w_b}} .
\]

This is a step smeared by tunnelling and by reflection above the barrier. Put \(k=\pi/w_b\) and \(x=k(E-\varepsilon)\). Since \(1+e^{-2x}=2e^{-x}\cosh x\),

\[
\frac{dT_\varepsilon}{dE}=\frac{2k\,e^{-2x}}{(1+e^{-2x})^2}=\frac{k}{2\cosh^2 x},
\]

a single bump centred at the threshold. A second channel adds a second bump. If the two are far apart compared with their width, there is a dip between them; if they are close, they merge into one peak.

## From two bumps to the critical ratio

Let a harmonic transverse mode of frequency \(w>0\) open channels at \(w/2\) and \(3w/2\), with energy measured from the barrier top. The two-channel cumulative reaction probability is \(N(E)=T_{w/2}(E)+T_{3w/2}(E)\). The claim is that \(dN/dE\) has a strict local minimum at \(E=w\) exactly when \(\cosh^2(\pi w/2w_b)>3/2\), and a strict local maximum there exactly when this quantity is at most \(3/2\).

Write \(u=k(E-w)\) and \(d=kw/2\), so that the two bumps have arguments \(u+d\) and \(u-d\). Let \(C=\cosh 2u\) and \(D=\cosh 2d=\cosh(\pi w/w_b)\). The addition formulas give

\[
C+D=2\cosh(u+d)\cosh(u-d),\qquad 1+CD=\cosh^2(u+d)+\cosh^2(u-d).
\]

Adding the bumps over a common denominator therefore yields

\[
\frac{dN}{dE}=\frac k2\,\frac{\cosh^2(u+d)+\cosh^2(u-d)}{\cosh^2(u+d)\cosh^2(u-d)}=2k\,\frac{1+CD}{(C+D)^2}.
\]

At the midpoint \(C=1\), and the value is \(2k/(1+D)\). Subtracting it,

\[
N'(E)-N'(w)=2k\,\frac{(1+CD)(1+D)-(C+D)^2}{(C+D)^2(1+D)}
=2k\,\frac{(C-1)(D^2-D-1-C)}{(C+D)^2(1+D)} .
\]

Away from the midpoint \(C>1\), so the last factor of the numerator fixes the sign. At \(C=1\) that factor equals \((D-2)(D+1)\).

- If \(D\le2\), then \(D^2-D-1\le1<C\). The difference is negative at every \(E\neq w\), and the maximum is global.
- If \(D>2\), then \(D^2-D-1>1\). By continuity \(C\) stays below this number near \(w\), and the difference is positive there.

Since \(D=2\cosh^2(\pi w/2w_b)-1\), the condition \(D>2\) is the stated one. It holds whenever \(w\ge w_b\), because then \(D>\tfrac12e^{\pi w/w_b}\ge\tfrac12(1+\pi)>2\).

The closed form also gives a ceiling for \(w\ne0\), since the distance to it is a square:

\[
\frac k2\,\frac{D^2}{D^2-1}-N'(E)=\frac k2\,\frac{(DC-D^2+2)^2}{(D^2-1)(C+D)^2}\ge0 .
\]

Equality requires \(DC=D^2-2\). As \(C\ge1\), some energy satisfies this only if \(D\ge2\); for merged bumps with \(D<2\) the ceiling is not reached.

## Numbers for \(w=w_b\) and \(w=w_b/4\)

At the lower threshold \(E=w/2\) we have \(C=D\), so \(N'(w/2)=\tfrac{\pi}{2w_b}(1+1/D^2)\).

For \(w=w_b\), \(D=\cosh\pi\approx11.59\). The midpoint value is \(2\pi/(12.59\,w_b)\approx0.50/w_b\), against \(1.58/w_b\) at the threshold: a deep dip. For \(w=w_b/4\), \(D=\cosh(\pi/4)\approx1.325\). The midpoint value is \(2.70/w_b\), against \(2.47/w_b\) at the threshold: one merged peak.

## The model as Lean definitions

The file works with real functions of a real energy.

```lean
import Mathlib

open Real Filter Topology

namespace QuantumRateSteps
```

The parabolic-barrier transmission formula enters as a definition; it is not derived from a Schrödinger equation. The arguments `wb`, `ε` and `E` are the barrier frequency, the threshold and the energy.

```lean
/-- Transmission probability at energy `E` through a parabolic barrier of frequency `wb` (positive)
whose top lies at energy `ε`, in units with `ℏ = 1`. -/
noncomputable def transmission (wb ε E : ℝ) : ℝ :=
  1 / (1 + Real.exp (-2 * π * (E - ε) / wb))
```

The sum over `Finset.range 2` runs over \(n=0,1\). Adding the channels independently assumes that the transverse mode is separable from the reaction coordinate, and higher channels are left out. Each of them would add a bump that is still rising at \(E=w\), so the midpoint would no longer be exactly a stationary point of \(dN/dE\). Within the separable two-channel model, the criterion tells when tunnelling and above-barrier reflection blur the two thresholds into a single peak of \(dN/dE\).

```lean
/-- Cumulative reaction probability `N(E)` of the two lowest channels of a harmonic transverse mode
of frequency `w`, for positive barrier frequency `wb`. -/
noncomputable def cumulativeProb (w wb E : ℝ) : ℝ :=
  ∑ n ∈ Finset.range 2, transmission wb (((n : ℝ) + 1 / 2) * w) E
```

## The derivative and its closed form

`HasDerivAt f a E` says that `f` is differentiable at `E` with derivative `a`. The inner statement `key` is the rewriting of the logistic derivative as \(k/(2\cosh^2x)\); the rest is the chain rule and the quotient rule.

```lean
/-- The energy derivative of a single transmission probability is a constant times a squared
hyperbolic secant centred at the threshold. -/
theorem hasDerivAt_transmission (wb ε E : ℝ) :
    HasDerivAt (transmission wb ε)
      (π / (2 * wb) / Real.cosh (π * (E - ε) / wb) ^ 2) E := by
  -- the logistic derivative written with a hyperbolic cosine
  have key : ∀ k x : ℝ,
      (0 * (1 + Real.exp (-2 * x)) - 1 * (Real.exp (-2 * x) * (-2 * k)))
        / (1 + Real.exp (-2 * x)) ^ 2 = k / 2 / Real.cosh x ^ 2 := by
    intro k x
    have hc := Real.cosh_pos x
    have h1 : Real.exp (-2 * x) = Real.exp (-x) ^ 2 := by
      rw [sq, ← Real.exp_add]
      congr 1
      ring
    have h2 : 1 + Real.exp (-x) ^ 2 = 2 * Real.exp (-x) * Real.cosh x := by
      have h3 : Real.exp x * Real.exp (-x) = 1 := by
        rw [← Real.exp_add, add_neg_cancel, Real.exp_zero]
      rw [Real.cosh_eq]
      linear_combination -h3
    rw [h1, h2, div_div, div_eq_div_iff (by positivity) (by positivity)]
    ring
  have hf : transmission wb ε =
      fun y => 1 / (1 + Real.exp (-2 * (π * (y - ε) / wb))) := by
    funext y
    unfold transmission
    rw [show -2 * π * (y - ε) / wb = -2 * (π * (y - ε) / wb) by ring]
  have hlin : HasDerivAt (fun y => -2 * (π * (y - ε) / wb)) (-2 * (π / wb)) E :=
    (((((hasDerivAt_id' E).sub_const ε).const_mul π).div_const wb).const_mul
      (-2)).congr_deriv (by ring)
  have hpos : 0 < 1 + Real.exp (-2 * (π * (E - ε) / wb)) := by positivity
  have h := (hasDerivAt_const E (1 : ℝ)).fun_div (hlin.exp.const_add 1) hpos.ne'
  rw [hf]
  exact h.congr_deriv ((key (π / wb) (π * (E - ε) / wb)).trans (by ring))
```

Next come the two bumps. Here `h1` and `h2` are the two identities for \(C+D\) and \(1+CD\), and `key` combines them. The final rewrites identify \(u\pm d\) with the distances from the two thresholds.

```lean
/-- Closed form of `dN/dE` in terms of the distance from the midpoint `E = w` and the
ratio of the two frequencies. -/
theorem hasDerivAt_cumulativeProb (w wb E : ℝ) :
    HasDerivAt (cumulativeProb w wb)
      (2 * π / wb * ((1 + Real.cosh (2 * π * (E - w) / wb) * Real.cosh (π * w / wb))
        / (Real.cosh (2 * π * (E - w) / wb) + Real.cosh (π * w / wb)) ^ 2)) E := by
  have key : ∀ k u d : ℝ,
      k / 2 / Real.cosh (u + d) ^ 2 + k / 2 / Real.cosh (u - d) ^ 2 =
        2 * k * ((1 + Real.cosh (2 * u) * Real.cosh (2 * d))
          / (Real.cosh (2 * u) + Real.cosh (2 * d)) ^ 2) := by
    intro k u d
    have hu : Real.sinh u ^ 2 = Real.cosh u ^ 2 - 1 := by linarith [Real.cosh_sq u]
    have hd : Real.sinh d ^ 2 = Real.cosh d ^ 2 - 1 := by linarith [Real.cosh_sq d]
    have h1 : Real.cosh (2 * u) + Real.cosh (2 * d)
        = 2 * Real.cosh (u + d) * Real.cosh (u - d) := by
      rw [Real.cosh_two_mul, Real.cosh_two_mul, Real.cosh_add, Real.cosh_sub]
      linear_combination (1 + 2 * Real.sinh d ^ 2) * hu + (2 * Real.cosh u ^ 2 - 1) * hd
    have h2 : 1 + Real.cosh (2 * u) * Real.cosh (2 * d)
        = Real.cosh (u + d) ^ 2 + Real.cosh (u - d) ^ 2 := by
      rw [Real.cosh_two_mul, Real.cosh_two_mul, Real.cosh_add, Real.cosh_sub]
      linear_combination (Real.cosh d ^ 2 - Real.sinh d ^ 2) * hu + hd
    have ha := Real.cosh_pos (u + d)
    have hb := Real.cosh_pos (u - d)
    rw [h1, h2, div_add_div _ _ (by positivity) (by positivity), ← mul_div_assoc (2 * k),
      div_eq_div_iff (by positivity) (by positivity)]
    ring
  have hf : cumulativeProb w wb =
      fun y => transmission wb (w / 2) y + transmission wb (3 * w / 2) y := by
    funext y
    simp only [cumulativeProb, Finset.sum_range_succ, Finset.sum_range_zero, zero_add,
      Nat.cast_zero, Nat.cast_one]
    rw [show (1 / 2 : ℝ) * w = w / 2 by ring, show (1 + 1 / 2 : ℝ) * w = 3 * w / 2 by ring]
  rw [hf]
  refine ((hasDerivAt_transmission wb (w / 2) E).fun_add
    (hasDerivAt_transmission wb (3 * w / 2) E)).congr_deriv ?_
  have h := key (π / wb) (π * (E - w) / wb) (π * w / (2 * wb))
  rw [show π * (E - w) / wb + π * w / (2 * wb) = π * (E - w / 2) / wb by ring,
    show π * (E - w) / wb - π * w / (2 * wb) = π * (E - 3 * w / 2) / wb by ring,
    show 2 * (π * (E - w) / wb) = 2 * π * (E - w) / wb by ring,
    show 2 * (π * w / (2 * wb)) = π * w / wb by ring] at h
  linear_combination h
```

## The sign of the difference from the midpoint

Once the derivatives are replaced by their closed forms, `generalize` turns the two hyperbolic cosines into positive numbers `C` and `D`, and `ring` checks the factorisation.

```lean
/-- Exact difference between `dN/dE` at energy `E` and at the midpoint `E = w`. -/
theorem deriv_sub_midpoint (w wb E : ℝ) :
    deriv (cumulativeProb w wb) E - deriv (cumulativeProb w wb) w =
      2 * π / wb * ((Real.cosh (2 * π * (E - w) / wb) - 1)
        * (Real.cosh (π * w / wb) ^ 2 - Real.cosh (π * w / wb) - 1
          - Real.cosh (2 * π * (E - w) / wb))
        / ((Real.cosh (2 * π * (E - w) / wb) + Real.cosh (π * w / wb)) ^ 2
          * (1 + Real.cosh (π * w / wb)))) := by
  rw [(hasDerivAt_cumulativeProb w wb E).deriv, (hasDerivAt_cumulativeProb w wb w).deriv,
    sub_self, mul_zero, zero_div, Real.cosh_zero]
  have hC := Real.cosh_pos (2 * π * (E - w) / wb)
  have hD := Real.cosh_pos (π * w / wb)
  generalize Real.cosh (2 * π * (E - w) / wb) = C at hC ⊢
  generalize Real.cosh (π * w / wb) = D at hD ⊢
  rw [← mul_sub]
  congr 1
  rw [div_sub_div _ _ (by positivity) (by positivity),
    div_eq_div_iff (by positivity) (by positivity)]
  ring
```

The double-angle formula links \(D\) to the squared hyperbolic cosine in the criterion.

```lean
/-- Double-angle relation between the two forms of the frequency-ratio parameter. -/
theorem cosh_ratio (w wb : ℝ) :
    Real.cosh (π * w / wb) = 2 * Real.cosh (π * w / (2 * wb)) ^ 2 - 1 := by
  have h := Real.cosh_two_mul (π * w / (2 * wb))
  rw [show 2 * (π * w / (2 * wb)) = π * w / wb by ring] at h
  linarith [Real.cosh_sq (π * w / (2 * wb))]
```

For \(D\le2\), `hneg` obtains the negative factor from \((2-D)(D+1)\ge0\) and \(C>1\). The conclusion covers every `E ≠ w`.

```lean
/-- If `cosh²(πw/(2wb)) ≤ 3/2`, then `dN/dE` is strictly larger at the midpoint than at
every other energy. -/
theorem midpoint_global_max {w wb : ℝ} (hwb : 0 < wb)
    (h : Real.cosh (π * w / (2 * wb)) ^ 2 ≤ 3 / 2) {E : ℝ} (hE : E ≠ w) :
    deriv (cumulativeProb w wb) E < deriv (cumulativeProb w wb) w := by
  have hC : 1 < Real.cosh (2 * π * (E - w) / wb) := Real.one_lt_cosh.mpr
    (div_ne_zero (mul_ne_zero (by positivity) (sub_ne_zero.mpr hE)) hwb.ne')
  have hD := Real.cosh_pos (π * w / wb)
  have hD2 : Real.cosh (π * w / wb) ≤ 2 := by linarith [cosh_ratio w wb]
  have hg := deriv_sub_midpoint w wb E
  generalize Real.cosh (2 * π * (E - w) / wb) = C at hC hg
  generalize Real.cosh (π * w / wb) = D at hD hD2 hg
  have hneg : D ^ 2 - D - 1 - C < 0 := by
    nlinarith [mul_nonneg (sub_nonneg.mpr hD2) (by linarith : (0 : ℝ) ≤ D + 1)]
  have := mul_neg_of_pos_of_neg (by positivity : 0 < 2 * π / wb)
    (div_neg_of_neg_of_pos (mul_neg_of_pos_of_neg (sub_pos.mpr hC) hneg)
      (by positivity : 0 < (C + D) ^ 2 * (1 + D)))
  linarith
```

For \(D>2\) the result is local. The expression `∀ᶠ E in 𝓝[≠] w` means "for all \(E\ne w\) sufficiently close to \(w\)", which with a strict inequality is precisely a strict local extremum. The continuity argument appears as `hev`: the energies with \(C<D^2-D-1\) form an open set containing \(w\).

```lean
/-- If `cosh²(πw/(2wb)) > 3/2`, then `dN/dE` has a strict local minimum at the midpoint. -/
theorem midpoint_local_min {w wb : ℝ} (hwb : 0 < wb)
    (h : 3 / 2 < Real.cosh (π * w / (2 * wb)) ^ 2) :
    ∀ᶠ E in 𝓝[≠] w, deriv (cumulativeProb w wb) w < deriv (cumulativeProb w wb) E := by
  have hD : 2 < Real.cosh (π * w / wb) := by linarith [cosh_ratio w wb]
  have hcont : Continuous fun E : ℝ => Real.cosh (2 * π * (E - w) / wb) :=
    Real.continuous_cosh.comp (by fun_prop)
  have h1 : Real.cosh (2 * π * (w - w) / wb)
      < Real.cosh (π * w / wb) ^ 2 - Real.cosh (π * w / wb) - 1 := by
    rw [sub_self, mul_zero, zero_div, Real.cosh_zero]
    nlinarith
  -- near the midpoint the second factor of the difference stays positive
  have hev : ∀ᶠ E in 𝓝 w, Real.cosh (2 * π * (E - w) / wb)
      < Real.cosh (π * w / wb) ^ 2 - Real.cosh (π * w / wb) - 1 :=
    (isOpen_lt hcont continuous_const).mem_nhds h1
  filter_upwards [hev.filter_mono nhdsWithin_le_nhds, self_mem_nhdsWithin] with E hE hne
  have hC : 1 < Real.cosh (2 * π * (E - w) / wb) := Real.one_lt_cosh.mpr
    (div_ne_zero (mul_ne_zero (by positivity) (sub_ne_zero.mpr hne)) hwb.ne')
  have := mul_pos (by positivity : 0 < 2 * π / wb)
    (div_pos (mul_pos (sub_pos.mpr hC) (sub_pos.mpr hE))
      (by positivity : 0 < (Real.cosh (2 * π * (E - w) / wb) + Real.cosh (π * w / wb)) ^ 2
        * (1 + Real.cosh (π * w / wb))))
  linarith [deriv_sub_midpoint w wb E]
```

## Both equivalences, including the borderline case

The main theorem assumes only `0 < wb`; the sign of `w` plays no part. The two forward implications are proved by contradiction: if the criterion failed, the opposite strict inequality would also hold near \(w\), and a punctured neighbourhood always contains a point at which the two would clash.

```lean
/-- At the midpoint `E = w`, `dN/dE` has a strict local minimum exactly when
`cosh²(πw/(2wb)) > 3/2`, and a strict local maximum exactly when it is at most `3/2`. -/
theorem step_resolution_criterion {w wb : ℝ} (hwb : 0 < wb) :
    ((∀ᶠ E in 𝓝[≠] w, deriv (cumulativeProb w wb) w < deriv (cumulativeProb w wb) E)
      ↔ 3 / 2 < Real.cosh (π * w / (2 * wb)) ^ 2) ∧
    ((∀ᶠ E in 𝓝[≠] w, deriv (cumulativeProb w wb) E < deriv (cumulativeProb w wb) w)
      ↔ Real.cosh (π * w / (2 * wb)) ^ 2 ≤ 3 / 2) := by
  have hmax : Real.cosh (π * w / (2 * wb)) ^ 2 ≤ 3 / 2 →
      ∀ᶠ E in 𝓝[≠] w, deriv (cumulativeProb w wb) E < deriv (cumulativeProb w wb) w := by
    intro h
    filter_upwards [self_mem_nhdsWithin] with E hE
    exact midpoint_global_max hwb h hE
  refine ⟨⟨fun h => ?_, midpoint_local_min hwb⟩, ⟨fun h => ?_, hmax⟩⟩
  · by_contra hn
    obtain ⟨E, h1, h2⟩ := (h.and (hmax (not_lt.mp hn))).exists
    exact lt_asymm h1 h2
  · by_contra hn
    obtain ⟨E, h1, h2⟩ := (h.and (midpoint_local_min hwb (not_le.mp hn))).exists
    exact lt_asymm h1 h2
```

## The ceiling on \(dN/dE\) and a simple sufficient condition

The identity `hid` is the perfect square found above. The hypothesis `w ≠ 0` ensures \(D>1\), so the denominator \(D^2-1\) is positive. The second half of the statement characterises equality at a given energy.

```lean
/-- An upper bound on `dN/dE` at all energies, with the exact condition on the energy for
the bound to be attained. -/
theorem deriv_le_peak {w wb : ℝ} (hwb : 0 < wb) (hw : w ≠ 0) (E : ℝ) :
    deriv (cumulativeProb w wb) E ≤ π / (2 * wb)
        * (Real.cosh (π * w / wb) ^ 2 / (Real.cosh (π * w / wb) ^ 2 - 1)) ∧
    (deriv (cumulativeProb w wb) E = π / (2 * wb)
        * (Real.cosh (π * w / wb) ^ 2 / (Real.cosh (π * w / wb) ^ 2 - 1)) ↔
      Real.cosh (π * w / wb) * Real.cosh (2 * π * (E - w) / wb)
        = Real.cosh (π * w / wb) ^ 2 - 2) := by
  rw [(hasDerivAt_cumulativeProb w wb E).deriv]
  have hC := Real.cosh_pos (2 * π * (E - w) / wb)
  have hD : 1 < Real.cosh (π * w / wb) :=
    Real.one_lt_cosh.mpr (div_ne_zero (mul_ne_zero Real.pi_ne_zero hw) hwb.ne')
  generalize Real.cosh (2 * π * (E - w) / wb) = C at hC ⊢
  generalize Real.cosh (π * w / wb) = D at hD ⊢
  have hD1 : 0 < D ^ 2 - 1 := by nlinarith
  have hs : 0 < (C + D) ^ 2 := pow_pos (by linarith) 2
  have hp : 0 < π / (2 * wb) := by positivity
  -- the distance to the bound is a perfect square
  have hid : π / (2 * wb) * (D ^ 2 / (D ^ 2 - 1))
      - 2 * π / wb * ((1 + C * D) / (C + D) ^ 2)
      = π / (2 * wb) * ((D * C - D ^ 2 + 2) ^ 2 / ((D ^ 2 - 1) * (C + D) ^ 2)) := by
    rw [show 2 * π / wb * ((1 + C * D) / (C + D) ^ 2)
      = π / (2 * wb) * (4 * (1 + C * D) / (C + D) ^ 2) by ring, ← mul_sub,
      div_sub_div _ _ hD1.ne' hs.ne']
    congr 2
    ring
  have hnn := mul_nonneg hp.le
    (div_nonneg (sq_nonneg (D * C - D ^ 2 + 2)) (mul_pos hD1 hs).le)
  refine ⟨by linarith, fun h => ?_, fun h => ?_⟩
  · rw [h, sub_self] at hid
    have h0 := (mul_eq_zero.mp hid.symm).resolve_left hp.ne'
    have h1 := (div_eq_zero_iff.mp h0).resolve_right (mul_pos hD1 hs).ne'
    have h2 := (pow_eq_zero_iff two_ne_zero).mp h1
    linarith
  · rw [show D * C - D ^ 2 + 2 = 0 by linarith, zero_pow two_ne_zero, zero_div,
      mul_zero] at hid
    linarith
```

The last theorem takes \(w\ge w_b\) and uses \(e^x\ge1+x\) together with \(\pi>3\) to reach \(D>2\).

```lean
/-- If the transverse frequency is at least the barrier frequency, `dN/dE` has a strict local
minimum at the midpoint. -/
theorem midpoint_local_min_of_le {w wb : ℝ} (hwb : 0 < wb) (h : wb ≤ w) :
    ∀ᶠ E in 𝓝[≠] w, deriv (cumulativeProb w wb) w < deriv (cumulativeProb w wb) E := by
  apply midpoint_local_min hwb
  have hx : π ≤ π * w / wb := by
    rw [le_div_iff₀ hwb]
    exact mul_le_mul_of_nonneg_left h Real.pi_pos.le
  have h1 := Real.cosh_eq (π * w / wb)
  have h2 := Real.add_one_le_exp (π * w / wb)
  have h3 := Real.exp_pos (-(π * w / wb))
  linarith [cosh_ratio w wb, Real.pi_gt_three]

end QuantumRateSteps
```

```lean
#print axioms QuantumRateSteps.step_resolution_criterion
#print axioms QuantumRateSteps.deriv_le_peak
#print axioms QuantumRateSteps.midpoint_local_min_of_le
```

```
'QuantumRateSteps.step_resolution_criterion' depends on axioms: [propext, Classical.choice, Quot.sound]
'QuantumRateSteps.deriv_le_peak' depends on axioms: [propext, Classical.choice, Quot.sound]
'QuantumRateSteps.midpoint_local_min_of_le' depends on axioms: [propext, Classical.choice, Quot.sound]
```
